# A self-consistent Hellmann–Feynman theorem for one real orbital with a density functional

Let $H$ and $D$ be real symmetric matrices on finitely many sites, and let $G$ be a function of the site densities $n_i=s_i^2$ of a real orbital $s$. Along a path $s(x)$ of orbitals, define the total energy

$$E(x)=\langle s,(H+xD)s\rangle+G(n),\qquad \langle u,v\rangle=\sum_i u_iv_i .$$

Suppose that the path is differentiable at $k$ and normalised near $k$, that $G$ is differentiable at the density reached at $k$, and that at $k$ the orbital solves

$$Fs=es,\qquad F=H+kD+\mathrm{diag}(v),\qquad v_i=\partial G/\partial n_i .$$

Then $E'(k)=\langle s,Ds\rangle$.

If $x$ is a field strength and $D$ the dipole matrix (up to sign convention), the dipole defined as the energy derivative equals the plain expectation value. In this one-orbital model, that holds for a density-based basis-set correction, modelled as a function $G$ of the site densities alone, once its potential is included in the orbital equation.

In Lean 4 with Mathlib:

```lean
import Mathlib

open Matrix Topology

namespace SelfConsistentHellmannFeynman

noncomputable section

variable {ι : Type*} [Fintype ι] [DecidableEq ι]
```

The sites are the elements of a finite type `ι`, standing for a fixed orthonormal basis, and an orbital is a function `ι → ℝ`. The next four definitions are $n$, $v$, $F$ and $E$. In `effective` and `energy`, the argument `A` is the bare matrix with the field already included, `H + x • D`. The functional itself does not depend on the field.

```lean
/-- The site density `n_i = s_i ^ 2` of a real orbital. -/
def density (s : ι → ℝ) : ι → ℝ := fun i => s i ^ 2

/-- The potential of a density functional: its partial derivatives with respect to the site
densities, at a density where the functional is differentiable. -/
def potential (G : (ι → ℝ) → ℝ) (n : ι → ℝ) : ι → ℝ :=
  fun i => fderiv ℝ G n (Pi.single i 1)

/-- The effective Hamiltonian: the bare one plus the potential generated by the orbital. -/
def effective (A : Matrix ι ι ℝ) (G : (ι → ℝ) → ℝ) (s : ι → ℝ) : Matrix ι ι ℝ :=
  A + diagonal (potential G (density s))

/-- The total energy: the expectation value of the bare Hamiltonian plus the density functional. -/
def energy (A : Matrix ι ι ℝ) (G : (ι → ℝ) → ℝ) (s : ι → ℝ) : ℝ :=
  s ⬝ᵥ A *ᵥ s + G (density s)
```

## Symmetry of the matrices

Symmetry makes $H$ and $D$ observables in a real basis. For a symmetric matrix $M$ and $s'=ds/dx$, the product rule gives

$$\frac{d}{dx}\langle s,Ms\rangle=\langle s',Ms\rangle+\langle s,Ms'\rangle=2\langle s',Ms\rangle .$$

The proof differentiates the double sum and uses `hM` only in `hsym`, which equates the two terms.

Without symmetry the theorem fails. Take $D=0$, $G=0$, and let $H$ have the single nonzero entry $H_{01}=1$. The orbital $(1,0)$ satisfies $Hs=0$, but along $(\cos x,\sin x)$ the energy $\cos x\sin x$ has slope 1 at $x=0$, not 0.

```lean
omit [DecidableEq ι] in
/-- The derivative of the quadratic form of a fixed symmetric matrix along a path of orbitals. -/
theorem hasDerivAt_quadratic {M : Matrix ι ι ℝ} (hM : M.IsSymm) {s : ℝ → ι → ℝ}
    {s' : ι → ℝ} {k : ℝ} (hs : HasDerivAt s s' k) :
    HasDerivAt (fun x => s x ⬝ᵥ M *ᵥ s x) (2 * (s' ⬝ᵥ M *ᵥ s k)) k := by
  have hc := hasDerivAt_pi.1 hs
  have hsym : s k ⬝ᵥ M *ᵥ s' = s' ⬝ᵥ M *ᵥ s k := by
    rw [Matrix.dotProduct_mulVec, ← Matrix.mulVec_transpose, hM.eq, dotProduct_comm]
  have h : HasDerivAt (fun x => ∑ i, s x i * ∑ j, M i j * s x j)
      (∑ i, (s' i * ∑ j, M i j * s k j + s k i * ∑ j, M i j * s' j)) k :=
    HasDerivAt.fun_sum fun i _ =>
      (hc i).fun_mul (HasDerivAt.fun_sum fun j _ => (hc j).const_mul (M i j))
  have h' : HasDerivAt (fun x => s x ⬝ᵥ M *ᵥ s x)
      (s' ⬝ᵥ M *ᵥ s k + s k ⬝ᵥ M *ᵥ s') k := by
    simpa only [dotProduct, Matrix.mulVec, Finset.sum_add_distrib] using h
  rw [hsym] at h'
  exact h'.congr_deriv (by ring)
```

## Differentiability of the orbital and the functional

The orbital must respond smoothly to the field, and the functional must have a potential at the density reached. Since $n_i'=2s_is_i'$, the chain rule gives

$$\frac{d}{dx}G(n)=\sum_i v_i\,2s_is_i'=2\langle s',\mathrm{diag}(v)s\rangle .$$

The bare part contributes $2\langle s',Hs\rangle+\langle s,Ds\rangle+2k\langle s',Ds\rangle$. Together,

$$E'(k)=\langle s,Ds\rangle+2\langle s',Fs\rangle .$$

This is `energy_response`. There `hlin` expands the differential of $G$ in site densities, `hGd` applies the chain rule using `hG`, and the last line collects the terms. Neither normalisation nor self-consistency has entered yet.

At a level crossing the orbital can jump: for $H=0$, $G=0$ and $D=\mathrm{diag}(1,-1)$, the lowest energy is $-|x|$, with no derivative at zero. A kink in $G$ at the density reached can leave $v$ undefined, and then the orbital equation loses its meaning.

```lean
/-- For symmetric `H` and `D`, a path of orbitals differentiable at `k` and a functional
differentiable at the density reached, the energy derivative at `k` is the expectation value of the
perturbation plus a response term containing the effective Hamiltonian. -/
theorem energy_response {H D : Matrix ι ι ℝ} (hH : H.IsSymm) (hD : D.IsSymm)
    {G : (ι → ℝ) → ℝ} {s : ℝ → ι → ℝ} {s' : ι → ℝ} {k : ℝ} (hs : HasDerivAt s s' k)
    (hG : DifferentiableAt ℝ G (density (s k))) :
    HasDerivAt (fun x => energy (H + x • D) G (s x))
      (s k ⬝ᵥ D *ᵥ s k + 2 * (s' ⬝ᵥ effective (H + k • D) G (s k) *ᵥ s k)) k := by
  have hc := hasDerivAt_pi.1 hs
  have hn : HasDerivAt (fun x => density (s x)) (fun i => 2 * s k i * s' i) k := by
    refine hasDerivAt_pi.2 fun i => ?_
    simp only [density, pow_two]
    exact ((hc i).fun_mul (hc i)).congr_deriv (by ring)
  -- the differential of G, expanded in site densities
  have hlin : ∀ w : ι → ℝ, fderiv ℝ G (density (s k)) w
      = ∑ i, w i * potential G (density (s k)) i := by
    intro w
    have hw : w = ∑ i, w i • (Pi.single i (1 : ℝ) : ι → ℝ) := by
      ext j
      simp [Finset.sum_apply, Pi.single_apply]
    conv_lhs => rw [hw]
    simp only [map_sum, map_smul, smul_eq_mul, potential]
  have hGd : HasDerivAt (fun x => G (density (s x)))
      (∑ i, 2 * s k i * s' i * potential G (density (s k)) i) k :=
    (hG.hasFDerivAt.comp_hasDerivAt k hn).congr_deriv (hlin _)
  have hdiag : s' ⬝ᵥ diagonal (potential G (density (s k))) *ᵥ s k
      = ∑ i, s' i * (potential G (density (s k)) i * s k i) := by
    simp only [dotProduct, Matrix.mulVec_diagonal]
  have hsum : ∑ i, 2 * s k i * s' i * potential G (density (s k)) i
      = 2 * ∑ i, s' i * (potential G (density (s k)) i * s k i) := by
    rw [Finset.mul_sum]
    exact Finset.sum_congr rfl fun i _ => by ring
  have hfun : (fun x => energy (H + x • D) G (s x)) = fun x =>
      s x ⬝ᵥ H *ᵥ s x + x * (s x ⬝ᵥ D *ᵥ s x) + G (density (s x)) := by
    funext x
    simp only [energy, Matrix.add_mulVec, Matrix.smul_mulVec, dotProduct_add,
      dotProduct_smul, smul_eq_mul]
  rw [hfun]
  refine (((hasDerivAt_quadratic hH hs).fun_add
    ((hasDerivAt_id' k).fun_mul (hasDerivAt_quadratic hD hs))).fun_add hGd).congr_deriv ?_
  simp only [effective, Matrix.add_mulVec, Matrix.smul_mulVec, dotProduct_add,
    dotProduct_smul, smul_eq_mul, hdiag]
  linear_combination hsum
```

## Normalisation near $k$

The orbital holds one particle at every field strength close to $k$. Differentiating $\langle s,s\rangle=1$ gives $2\langle s',s\rangle=0$. The hypothesis `hu` says that the norm is 1 throughout some neighbourhood of $k$; unit norm at $k$ alone would say nothing about $s'$. The proof applies the quadratic-form lemma to the identity matrix and compares the result with the derivative of a constant.

Without it, a self-consistent orbital would give $E'(k)=\langle s,Ds\rangle+2e\langle s',s\rangle$, where the extra term records a changing particle number.

```lean
/-- The first-order change of an orbital that stays normalised is orthogonal to the orbital. -/
theorem response_orthogonal {s : ℝ → ι → ℝ} {s' : ι → ℝ} {k : ℝ} (hs : HasDerivAt s s' k)
    (hu : ∀ᶠ x in 𝓝 k, s x ⬝ᵥ s x = 1) : s' ⬝ᵥ s k = 0 := by
  have h := hasDerivAt_quadratic (Matrix.isSymm_one (n := ι) (α := ℝ)) hs
  simp only [Matrix.one_mulVec] at h
  have h0 := h.unique ((hasDerivAt_const k (1 : ℝ)).congr_of_eventuallyEq hu)
  linarith
```

## Self-consistency at $k$

The orbital is an eigenvector of the Hamiltonian that its own density generates. By hand, $2\langle s',Fs\rangle=2e\langle s',s\rangle=0$, so the response term vanishes. In the proof, `rw` inserts `hsc` and then the orthogonality. The equation is assumed only at $k$, and $s$ need not be the lowest eigenvector. Existence of a self-consistent solution is assumed, not derived.

Suppose instead that the functional is added afterwards to an orbital solving only $(H+kD)s=es$. Then $E'(k)=\langle s,Ds\rangle+\sum_i v_in_i'$, so the dipole defined as the energy derivative contains, besides the expectation value, a density-response term that in general does not vanish.

```lean
/-- Self-consistent Hellmann-Feynman theorem: let `H` and `D` be symmetric, let the path of orbitals
be differentiable at `k` and normalised near `k`, and let `G` be differentiable at the density
reached. If the orbital at `k` solves the self-consistent equation, the derivative of the total
energy with respect to the field strength at `k` is the expectation value of the perturbation. -/
theorem hellmann_feynman {H D : Matrix ι ι ℝ} (hH : H.IsSymm) (hD : D.IsSymm)
    {G : (ι → ℝ) → ℝ} {s : ℝ → ι → ℝ} {k e : ℝ} (hs : DifferentiableAt ℝ s k)
    (hG : DifferentiableAt ℝ G (density (s k)))
    (hu : ∀ᶠ x in 𝓝 k, s x ⬝ᵥ s x = 1)
    (hsc : effective (H + k • D) G (s k) *ᵥ s k = e • s k) :
    HasDerivAt (fun x => energy (H + x • D) G (s x)) (s k ⬝ᵥ D *ᵥ s k) k := by
  refine (energy_response hH hD hs.hasDerivAt hG).congr_deriv ?_
  -- the response term is proportional to the overlap of s' with s
  rw [hsc, dotProduct_smul, response_orthogonal hs.hasDerivAt hu]
  simp
```

Self-consistency is also equivalent to stationarity. For a unit orbital $s$ and $t$ orthogonal to it, the line $s+xt$ has squared norm $1+x^2\langle t,t\rangle$, so it stays normalised to first order. The energy slope along it is $2\langle t,Fs\rangle$, with $F$ built from `A`. If $Fs=es$, this vanishes. Conversely, put $f=Fs$ and test with the residual $t=f-\langle s,f\rangle s$, which is orthogonal to $s$. Then $\langle t,t\rangle=\langle t,f\rangle=0$, so $f=\langle s,f\rangle s$. The proof follows the same steps: `key` is the slope, `ht` the orthogonality and `h2` the vanishing norm.

```lean
/-- For a symmetric bare Hamiltonian and a functional differentiable at the density of the orbital,
a normalised orbital solves the self-consistent equation exactly when the total energy is stationary
under every variation orthogonal to it. -/
theorem stationary_iff {A : Matrix ι ι ℝ} (hA : A.IsSymm) {G : (ι → ℝ) → ℝ} {s : ι → ℝ}
    (hG : DifferentiableAt ℝ G (density s)) (hu : s ⬝ᵥ s = 1) :
    (∀ t : ι → ℝ, t ⬝ᵥ s = 0 → HasDerivAt (fun x : ℝ => energy A G (s + x • t)) 0 0) ↔
      ∃ e : ℝ, effective A G s *ᵥ s = e • s := by
  have key : ∀ t : ι → ℝ, HasDerivAt (fun x : ℝ => energy A G (s + x • t))
      (2 * (t ⬝ᵥ effective A G s *ᵥ s)) 0 := by
    intro t
    have hp : HasDerivAt (fun x : ℝ => s + x • t) t 0 :=
      (((hasDerivAt_id' (0 : ℝ)).smul_const t).const_add s).congr_deriv (one_smul ℝ t)
    have h := energy_response hA (Matrix.isSymm_zero (n := ι) (α := ℝ)) hp
      (by simpa using hG)
    simpa only [smul_zero, add_zero, zero_smul, Matrix.zero_mulVec, dotProduct_zero,
      zero_add] using h
  constructor
  · intro h
    -- test with the residual of the self-consistent equation
    set f := effective A G s *ᵥ s with hf
    refine ⟨s ⬝ᵥ f, ?_⟩
    have ht : (f - (s ⬝ᵥ f) • s) ⬝ᵥ s = 0 := by
      rw [sub_dotProduct, smul_dotProduct, hu, dotProduct_comm f s]
      simp
    have h1 := (key _).unique (h _ ht)
    have h2 : (f - (s ⬝ᵥ f) • s) ⬝ᵥ (f - (s ⬝ᵥ f) • s) = 0 := by
      rw [dotProduct_sub, dotProduct_smul, ht, smul_zero, sub_zero]
      linarith
    exact sub_eq_zero.1 (dotProduct_self_eq_zero.1 h2)
  · rintro ⟨e, he⟩ t ht
    refine (key t).congr_deriv ?_
    rw [he, dotProduct_smul, ht]
    simp
```

A model with several occupied orbitals would use a projector $P$, with $n_i=P_{ii}$ and $FP=PF$ as the self-consistency condition. The response term would become $\mathrm{Tr}(P'F)$, which vanishes because $P'$ only connects occupied with empty states, while $F$, which commutes with $P$, has no elements between them. The present vector model covers one occupied orbital.

## Two sites with on-site attraction, where the orbital eigenvalue has the wrong slope

Take $H=0$, $G=-(n_0^2+n_1^2)$ and a perturbation that couples the sites.

```lean
/-- An attractive on-site density functional for two sites. -/
def attraction (n : Fin 2 → ℝ) : ℝ := -(n 0 * n 0 + n 1 * n 1)

/-- A perturbation that couples the two sites. -/
def coupling : Matrix (Fin 2) (Fin 2) ℝ := !![0, -1; -1, 0]

/-- A two-site orbital depending on the coupling strength `k`, for `-1 ≤ k ≤ 1`. -/
def orbital (k : ℝ) : Fin 2 → ℝ :=
  ![(√(1 + k) + √(1 - k)) / 2, (√(1 + k) - √(1 - k)) / 2]
```

The potential is $v_i=-2n_i$. For $-1<k<1$ the orbital satisfies $s_0^2+s_1^2=1$ and $2s_0s_1=k$, so

$$(Fs)_0=-2s_0^3-ks_1=-2s_0(s_0^2+s_1^2)=-2s_0,$$

and likewise for site 1. The orbital eigenvalue is $-2$ for every such $k$, while $\langle s,Ds\rangle=-2s_0s_1=-k$. The theorem therefore gives the slope of the total energy, not that of the orbital eigenvalue.

At $k=0.6$ the orbital is $s=(3,1)/\sqrt{10}$, with densities $0.9$ and $0.1$. Then

$$F=\begin{pmatrix}-1.8&-0.6\\-0.6&-0.2\end{pmatrix},\qquad F\begin{pmatrix}3\\1\end{pmatrix}=\begin{pmatrix}-6\\-2\end{pmatrix}.$$

The energy is $0.6\cdot(-0.6)-(0.81+0.01)=-1.18$, in agreement with $E(k)=-1-k^2/2$, whose slope here is $-0.6$.

The code establishes the potential, the two orbital relations and the self-consistent equation, then obtains the slope by applying `hellmann_feynman`. The open interval keeps both square roots differentiable.

```lean
/-- The attractive functional is differentiable, and its potential is `-2 n_i`. -/
theorem attraction_potential (n : Fin 2 → ℝ) :
    DifferentiableAt ℝ attraction n ∧ ∀ i, potential attraction n i = -2 * n i := by
  have h0 : HasFDerivAt (fun m : Fin 2 → ℝ => m 0)
      (ContinuousLinearMap.proj (R := ℝ) (φ := fun _ : Fin 2 => ℝ) 0) n := hasFDerivAt_apply 0 n
  have h1 : HasFDerivAt (fun m : Fin 2 → ℝ => m 1)
      (ContinuousLinearMap.proj (R := ℝ) (φ := fun _ : Fin 2 => ℝ) 1) n := hasFDerivAt_apply 1 n
  have h : HasFDerivAt attraction _ n := ((h0.mul h0).add (h1.mul h1)).neg
  refine ⟨h.differentiableAt, fun i => ?_⟩
  unfold potential
  rw [h.fderiv]
  fin_cases i <;> simp <;> ring

/-- The two-site orbital has unit norm, and twice the product of its amplitudes is `k`. -/
theorem orbital_relations {k : ℝ} (hk : k ∈ Set.Ioo (-1 : ℝ) 1) :
    orbital k ⬝ᵥ orbital k = 1 ∧ 2 * orbital k 0 * orbital k 1 = k := by
  have ha : √(1 + k) * √(1 + k) = 1 + k := Real.mul_self_sqrt (by linarith [hk.1])
  have hb : √(1 - k) * √(1 - k) = 1 - k := Real.mul_self_sqrt (by linarith [hk.2])
  have e0 : orbital k 0 = (√(1 + k) + √(1 - k)) / 2 := rfl
  have e1 : orbital k 1 = (√(1 + k) - √(1 - k)) / 2 := rfl
  constructor
  · simp only [dotProduct, Fin.sum_univ_two, e0, e1]
    linear_combination (1 / 2) * ha + (1 / 2) * hb
  · rw [e0, e1]
    linear_combination (1 / 2) * ha - (1 / 2) * hb

/-- For `-1 < k < 1` the two-site orbital is differentiable in `k` and solves the self-consistent
equation with orbital eigenvalue `-2`. -/
theorem hellmann_feynman_witness {k : ℝ} (hk : k ∈ Set.Ioo (-1 : ℝ) 1) :
    DifferentiableAt ℝ orbital k ∧
      effective (0 + k • coupling) attraction (orbital k) *ᵥ orbital k
        = (-2 : ℝ) • orbital k := by
  obtain ⟨hu, hp⟩ := orbital_relations hk
  simp only [dotProduct, Fin.sum_univ_two] at hu
  constructor
  · have ha : DifferentiableAt ℝ (fun x : ℝ => √(1 + x)) k :=
      DifferentiableAt.sqrt (by fun_prop) (by linarith [hk.1] : (0 : ℝ) < 1 + k).ne'
    have hb : DifferentiableAt ℝ (fun x : ℝ => √(1 - x)) k :=
      DifferentiableAt.sqrt (by fun_prop) (by linarith [hk.2] : (0 : ℝ) < 1 - k).ne'
    refine differentiableAt_pi.2 fun i => ?_
    fin_cases i
    · exact (ha.add hb).div_const 2
    · exact (ha.sub hb).div_const 2
  · have hpot := (attraction_potential (density (orbital k))).2
    ext i
    simp only [effective, zero_add, Matrix.add_mulVec, Matrix.smul_mulVec, Pi.add_apply,
      Pi.smul_apply, smul_eq_mul, Matrix.mulVec_diagonal, hpot, density]
    fin_cases i
    · simp [coupling, Matrix.mulVec, dotProduct, Fin.sum_univ_two]
      linear_combination (-2 * orbital k 0) * hu + orbital k 1 * hp
    · simp [coupling, Matrix.mulVec, dotProduct, Fin.sum_univ_two]
      linear_combination (-2 * orbital k 1) * hu + orbital k 0 * hp

/-- In the two-site model the total energy has slope `-k` at coupling strength `k`. -/
theorem two_site_slope {k : ℝ} (hk : k ∈ Set.Ioo (-1 : ℝ) 1) :
    HasDerivAt (fun x => energy (0 + x • coupling) attraction (orbital x)) (-k) k := by
  obtain ⟨hd, hsc⟩ := hellmann_feynman_witness hk
  have hD : coupling.IsSymm := by
    ext i j
    fin_cases i <;> fin_cases j <;> simp [coupling]
  have hu : ∀ᶠ x in 𝓝 k, orbital x ⬝ᵥ orbital x = 1 := by
    filter_upwards [isOpen_Ioo.mem_nhds hk] with x hx
    exact (orbital_relations hx).1
  refine (hellmann_feynman Matrix.isSymm_zero hD hd (attraction_potential _).1
    hu hsc).congr_deriv ?_
  have hp := (orbital_relations hk).2
  simp [coupling, Matrix.mulVec, dotProduct, Fin.sum_univ_two]
  linear_combination -hp

end

end SelfConsistentHellmannFeynman
```

```lean
#print axioms SelfConsistentHellmannFeynman.hellmann_feynman
#print axioms SelfConsistentHellmannFeynman.stationary_iff
#print axioms SelfConsistentHellmannFeynman.two_site_slope
```

```
'SelfConsistentHellmannFeynman.hellmann_feynman' depends on axioms: [propext, Classical.choice, Quot.sound]
'SelfConsistentHellmannFeynman.stationary_iff' depends on axioms: [propext, Classical.choice, Quot.sound]
'SelfConsistentHellmannFeynman.two_site_slope' depends on axioms: [propext, Classical.choice, Quot.sound]
```
